# The Langreth cumulant of one plasmon mode gives Poisson-weighted peaks with mean zero and variance g²

Let a core hole couple with strength g, small against wp, to a plasmon mode of frequency wp > 0 that starts in its ground state. With ħ = 1 and energies measured from the bare hole energy, the core line splits, to first order in a = g²/wp², into a main peak of weight 1 − a at −a wp and one satellite of weight a at (1 − a) wp, with mean position (1 − a)(−a wp) + a(1 − a) wp = 0. For the Langreth cumulant at any real g, the Lean file below proves the full series of peaks, with Poisson weights, mean zero and variance g².

```lean
import Mathlib

open Complex (I)

namespace LangrethSatellites

noncomputable section

/-- The dimensionless coupling `a = g² / wp²` of a core level to a plasmon of frequency
`wp ≠ 0`. -/
def coupling (g wp : ℝ) : ℝ := g ^ 2 / wp ^ 2

/-- The cumulant `C(t) = a (exp(-i wp t) + i wp t - 1)`. -/
def cumulant (a wp t : ℝ) : ℂ :=
  (a : ℂ) * (Complex.exp (-(I * wp * t)) + I * wp * t - 1)

/-- The weight `exp(-a) aⁿ / n!` of the peak with `n` plasmons. -/
def weight (a : ℝ) (n : ℕ) : ℝ := Real.exp (-a) * a ^ n / (n.factorial : ℝ)

/-- The position `(n - a) wp` of the peak with `n` plasmons. -/
def peak (a wp : ℝ) (n : ℕ) : ℝ := ((n : ℝ) - a) * wp

/-- The phase `i wp t` grows at the constant rate `i wp`. -/
theorem hasDerivAt_phase (wp t : ℝ) :
    HasDerivAt (fun s : ℝ => I * wp * (s : ℂ)) (I * wp) t := by
  simpa using ((hasDerivAt_id t).ofReal_comp).const_mul (I * (wp : ℂ))

/-- For `wp > 0` and `a = g² / wp²` the cumulant starts from zero with zero slope, and its second
time derivative is `-g² exp(-i wp t)`. -/
theorem cumulant_equation_of_motion (g wp : ℝ) (hwp : 0 < wp) :
    cumulant (coupling g wp) wp 0 = 0 ∧
    HasDerivAt (cumulant (coupling g wp) wp) 0 0 ∧
    ∀ t : ℝ, HasDerivAt (deriv (cumulant (coupling g wp) wp))
      (-(g : ℂ) ^ 2 * Complex.exp (-(I * wp * t))) t := by
  have hc : (coupling g wp : ℂ) * (wp : ℂ) ^ 2 = (g : ℂ) ^ 2 := by
    have h : coupling g wp * wp ^ 2 = g ^ 2 :=
      div_mul_cancel₀ _ (pow_ne_zero 2 hwp.ne')
    exact_mod_cast h
  -- the first derivative at every time
  have h1 : ∀ t : ℝ, HasDerivAt (cumulant (coupling g wp) wp)
      ((coupling g wp : ℂ) * (I * wp) * (1 - Complex.exp (-(I * wp * t)))) t := by
    intro t
    have hl := hasDerivAt_phase wp t
    have h := ((hl.fun_neg.cexp.fun_add hl).sub_const 1).const_mul (coupling g wp : ℂ)
    exact h.congr_deriv (by ring)
  refine ⟨by simp [cumulant], (h1 0).congr_deriv (by simp), fun t => ?_⟩
  rw [show deriv (cumulant (coupling g wp) wp) = fun s : ℝ =>
    (coupling g wp : ℂ) * (I * wp) * (1 - Complex.exp (-(I * wp * s))) from
    funext fun s => (h1 s).deriv]
  have h := ((hasDerivAt_phase wp t).fun_neg.cexp.const_sub 1).const_mul
    ((coupling g wp : ℂ) * (I * wp))
  refine h.congr_deriv ?_
  linear_combination ((coupling g wp : ℂ) * (wp : ℂ) ^ 2 * Complex.exp (-(I * wp * t)))
    * Complex.I_sq - Complex.exp (-(I * wp * t)) * hc

/-- The exponential of the cumulant is a sum of undamped oscillations at the peak positions,
each with its weight. -/
theorem satellite_series (a wp t : ℝ) :
    HasSum (fun n : ℕ => (weight a n : ℂ) * Complex.exp (-(I * (peak a wp n : ℂ) * t)))
      (Complex.exp (cumulant a wp t)) := by
  -- exponential series in the variable `a exp(-i wp t)`
  have hs : HasSum (fun n : ℕ =>
      ((a : ℂ) * Complex.exp (-(I * wp * t))) ^ n / (n.factorial : ℂ))
      (Complex.exp ((a : ℂ) * Complex.exp (-(I * wp * t)))) := by
    rw [Complex.exp_eq_exp_ℂ]
    exact NormedSpace.expSeries_div_hasSum_exp _
  have h : HasSum (fun n : ℕ => Complex.exp (-(a : ℂ)) * Complex.exp (I * a * wp * t) *
      (((a : ℂ) * Complex.exp (-(I * wp * t))) ^ n / (n.factorial : ℂ)))
      (Complex.exp (-(a : ℂ)) * Complex.exp (I * a * wp * t) *
        Complex.exp ((a : ℂ) * Complex.exp (-(I * wp * t)))) := hs.mul_left _
  convert h using 1
  · funext n
    have he : Complex.exp (-(I * (peak a wp n : ℂ) * t)) =
        Complex.exp (I * a * wp * t) * Complex.exp (-(I * wp * t)) ^ n := by
      rw [← Complex.exp_nat_mul, ← Complex.exp_add]
      congr 1
      unfold peak
      push_cast
      ring
    rw [he]
    unfold weight
    push_cast
    rw [mul_pow]
    ring
  · rw [← Complex.exp_add, ← Complex.exp_add]
    congr 1
    unfold cumulant
    ring

/-- The weights of all peaks sum to one. -/
theorem weight_sum (a : ℝ) : HasSum (weight a) 1 := by
  have hs : HasSum (fun n : ℕ => a ^ n / (n.factorial : ℝ)) (Real.exp a) := by
    rw [Real.exp_eq_exp_ℝ]
    exact NormedSpace.expSeries_div_hasSum_exp _
  have h : HasSum (fun n : ℕ => Real.exp (-a) * (a ^ n / (n.factorial : ℝ)))
      (Real.exp (-a) * Real.exp a) := hs.mul_left _
  convert h using 1
  · funext n
    unfold weight
    ring
  · rw [← Real.exp_add, neg_add_cancel, Real.exp_zero]

/-- Ladder relation between neighbouring peaks: `(n + 1) p_{n+1} = a p_n`. -/
theorem weight_ladder (a : ℝ) (n : ℕ) :
    ((n : ℝ) + 1) * weight a (n + 1) = a * weight a n := by
  unfold weight
  rw [Nat.factorial_succ]
  push_cast
  rw [mul_div_assoc', mul_div_assoc', div_eq_div_iff (by positivity) (by positivity)]
  ring

/-- If the average of `f(n + 1)` over the peaks converges to `s`, then the average of `n f(n)`
converges to `a s`. -/
theorem average_shift (a s : ℝ) (f : ℕ → ℝ)
    (h : HasSum (fun n => weight a n * f (n + 1)) s) :
    HasSum (fun n : ℕ => (n : ℝ) * weight a n * f n) (a * s) := by
  have h2 : (fun n : ℕ => ((n + 1 : ℕ) : ℝ) * weight a (n + 1) * f (n + 1)) =
      fun n => a * (weight a n * f (n + 1)) := by
    funext n
    push_cast
    linear_combination f (n + 1) * weight_ladder a n
  -- the peak without plasmons does not contribute
  rw [← hasSum_nat_add_iff' 1]
  simp only [Finset.sum_range_one, Nat.cast_zero, zero_mul, sub_zero]
  rw [h2]
  exact h.mul_left a

/-- Langreth model: for `wp > 0` and `a = g² / wp²` the exponential of the cumulant is a series
of peaks at `(n - a) wp` with weights `exp(-a) aⁿ / n!`. The weights sum to one, and the peak
positions have mean zero and variance `g²`. -/
theorem langreth_spectrum (g wp : ℝ) (hwp : 0 < wp) :
    (∀ t : ℝ, HasSum (fun n : ℕ => (weight (coupling g wp) n : ℂ) *
        Complex.exp (-(I * (peak (coupling g wp) wp n : ℂ) * t)))
      (Complex.exp (cumulant (coupling g wp) wp t))) ∧
    HasSum (weight (coupling g wp)) 1 ∧
    HasSum (fun n => weight (coupling g wp) n * peak (coupling g wp) wp n) 0 ∧
    HasSum (fun n => weight (coupling g wp) n * peak (coupling g wp) wp n ^ 2) (g ^ 2) := by
  have hc : coupling g wp * wp ^ 2 = g ^ 2 :=
    div_mul_cancel₀ _ (pow_ne_zero 2 hwp.ne')
  generalize coupling g wp = a at hc ⊢
  have m0 := weight_sum a
  -- mean number of plasmons
  have m1 : HasSum (fun n : ℕ => (n : ℝ) * weight a n) a := by
    simpa using average_shift a 1 (fun _ => 1) (by simpa using m0)
  -- mean square number of plasmons
  have m2 : HasSum (fun n : ℕ => (n : ℝ) * weight a n * (n : ℝ)) (a * (a + 1)) := by
    refine average_shift a (a + 1) (fun n => (n : ℝ)) ?_
    convert m1.add m0 using 1
    funext n
    push_cast
    ring
  refine ⟨satellite_series a wp, m0, ?_, ?_⟩
  · have h : HasSum (fun n : ℕ => wp * ((n : ℝ) * weight a n - a * weight a n))
        (wp * (a - a * 1)) := (m1.sub (m0.mul_left a)).mul_left wp
    convert h using 1
    · funext n
      unfold peak
      ring
    · ring
  · have h : HasSum (fun n : ℕ => wp ^ 2 * ((n : ℝ) * weight a n * (n : ℝ)
          - 2 * a * ((n : ℝ) * weight a n) + a ^ 2 * weight a n))
        (wp ^ 2 * (a * (a + 1) - 2 * a * a + a ^ 2 * 1)) :=
      ((m2.sub (m1.mul_left (2 * a))).add (m0.mul_left (a ^ 2))).mul_left (wp ^ 2)
    convert h using 1
    · funext n
      unfold peak
      ring
    · linear_combination -hc

/-- The modulus of the exponential of the cumulant is `exp(-a (1 - cos(wp t)))`. -/
theorem norm_exp_cumulant (a wp t : ℝ) :
    ‖Complex.exp (cumulant a wp t)‖ = Real.exp (-(a * (1 - Real.cos (wp * t)))) := by
  have h1 : -(I * (wp : ℂ) * (t : ℂ)) = ((-(wp * t) : ℝ) : ℂ) * I := by
    push_cast
    ring
  have h2 : (I * (wp : ℂ) * (t : ℂ)).re = 0 := by simp
  rw [Complex.norm_exp]
  congr 1
  unfold cumulant
  rw [h1, Complex.re_ofReal_mul, Complex.sub_re, Complex.add_re, h2,
    Complex.exp_ofReal_mul_I_re, Real.cos_neg, Complex.one_re]
  ring

/-- For `a > 0` the peak with `n + 1` plasmons is stronger than the peak with `n` plasmons
exactly when `n + 1 < a`. -/
theorem next_satellite_stronger_iff (a : ℝ) (ha : 0 < a) (n : ℕ) :
    weight a n < weight a (n + 1) ↔ (n : ℝ) + 1 < a := by
  have hp : 0 < weight a n := by
    unfold weight
    positivity
  have hn : (0 : ℝ) < (n : ℝ) + 1 := by positivity
  have hl := weight_ladder a n
  constructor
  · intro h
    have h' := mul_lt_mul_of_pos_left h hn
    rw [hl] at h'
    exact lt_of_mul_lt_mul_right h' hp.le
  · intro h
    have h' := mul_lt_mul_of_pos_right h hp
    rw [← hl] at h'
    exact lt_of_mul_lt_mul_left h' hn.le

end

end LangrethSatellites
```

```lean
#print axioms LangrethSatellites.cumulant_equation_of_motion
#print axioms LangrethSatellites.langreth_spectrum
#print axioms LangrethSatellites.norm_exp_cumulant
#print axioms LangrethSatellites.next_satellite_stronger_iff
```

```
'LangrethSatellites.cumulant_equation_of_motion' depends on axioms: [propext, Classical.choice, Quot.sound]
'LangrethSatellites.langreth_spectrum' depends on axioms: [propext, Classical.choice, Quot.sound]
'LangrethSatellites.norm_exp_cumulant' depends on axioms: [propext, Classical.choice, Quot.sound]
'LangrethSatellites.next_satellite_stronger_iff' depends on axioms: [propext, Classical.choice, Quot.sound]
```

## A core hole and its plasmon cloud

Removing a core electron suddenly leaves a charge to which the plasmon responds. If the plasmon mode starts in its ground state, the amplitude for finding it there after time t, with the phase of the bare hole energy divided out, is exp C(t), where

C(t) = a (exp(−i wp t) + i wp t − 1), a = g²/wp².

Units have ħ = 1, so g is an energy. The time factor exp(−iEt) makes E the energy of the system with the hole, measured from the bare hole energy. Satellites therefore lie at positive multiples of wp above the main line, which on an electron-energy axis means below it.

In Lean, `coupling g wp` is the dimensionless a, not the strength g, and `peak` is a position, not a height. `cumulant` is C(t), and `weight a n` is

pₙ = exp(−a) aⁿ/n!.

The file takes C as a definition. The step from a core-hole Hamiltonian to this cumulant, which is the physical content of Langreth's solution, is assumed. The model has a single undamped plasmon mode and a structureless core level; within those limits it shows how the cumulant expansion used with GW produces a series of plasmon satellites.

## The cumulant and the plasmon oscillation

Differentiating twice gives

C′(t) = i a wp (1 − exp(−i wp t))
C″(t) = −a wp² exp(−i wp t) = −g² exp(−i wp t).

Thus C(0) = C′(0) = 0, and the second derivative is a plasmon oscillation multiplied by −g². This is `cumulant_equation_of_motion`. Its `h1` is the first derivative at every time, and the closing `linear_combination` uses i² = −1 and a wp² = g².

## From one exponential to a series of peaks

The cumulant separates into a constant, a linear phase and an oscillation:

exp C(t) = exp(−a) exp(i a wp t) exp(a exp(−i wp t)).

Expanding the last factor gives

exp C(t) = Σₙ exp(−a) (aⁿ/n!) exp(i a wp t) exp(−i n wp t)
= Σₙ pₙ exp(−i(n − a) wp t),

with n = 0, 1, 2, … the number of plasmons. The linear phase moves every peak by −a wp, and the expansion supplies the replicas.

The theorem `satellite_series` follows this calculation. It takes the exponential series as `hs`, multiplies by the two prefactors, and then matches the terms and the limit separately after `convert`. `HasSum` says that the series converges to the stated value, irrespective of the order of its terms. The same expansion without the phases gives Σₙ pₙ = exp(−a) exp(a) = 1, which is `weight_sum`.

## Two moments from one ladder relation

Neighbouring weights satisfy

(n + 1) pₙ₊₁ = exp(−a) aⁿ⁺¹/n! = a pₙ.

This is `weight_ladder`. For a function f of the plasmon number, the term n = 0 of Σₙ n pₙ f(n) vanishes. Shifting the index in the rest gives

Σₙ n pₙ f(n) = Σₙ (n + 1) pₙ₊₁ f(n + 1) = a Σₙ pₙ f(n + 1).

In `average_shift`, convergence of the sum on the right is the hypothesis, and convergence on the left is part of the conclusion. The lemma `hasSum_nat_add_iff'` removes the zero term.

Write ⟨…⟩ for the average with weights pₙ. Taking f(n) = 1 and then f(n) = n yields

⟨n⟩ = a
⟨n²⟩ = a ⟨n + 1⟩ = a(a + 1).

These are `m1` and `m2` in `langreth_spectrum`. The peak positions then obey

⟨(n − a) wp⟩ = wp (a − a) = 0
⟨(n − a)² wp²⟩ = wp² (a² + a − 2a² + a²) = a wp² = g².

Because the mean is zero, the second line is the variance. The spread of the spectrum thus depends on g alone, although the spacing is wp and the weights depend on both g and wp.

The theorem `langreth_spectrum` collects four statements for real g and wp > 0: the series at every real t, the total weight, the mean and the variance. At g = 0 only the peak n = 0 has weight, and it sits at zero. The proof uses wp > 0 only to get wp ≠ 0, and hence a wp² = g². At wp = 0 Lean's division would set a = 0, and the variance would come out as 0 even for g ≠ 0.

## Revivals and the strongest peak

The modulus of an exponential is the exponential of the real part, so

|exp C(t)| = exp(−a(1 − cos(wp t))).

This is `norm_exp_cumulant`. With a single undamped plasmon mode the amplitude returns to modulus 1 after each period and never decays for good.

For a > 0 the ladder relation gives pₙ₊₁/pₙ = a/(n + 1), so peak n + 1 is stronger than peak n exactly when n + 1 < a. The proof of `next_satellite_stronger_iff` multiplies the inequality between the weights by n + 1, applies the ladder relation and cancels the positive weight pₙ; for the converse it multiplies by pₙ and cancels n + 1. For a ≤ 1, no satellite exceeds the peak before it.

## The asymmetry of the spectrum

A third use of the shift rule, with f(n) = n², goes one moment further than the Lean theorems:

⟨n³⟩ = a ⟨(n + 1)²⟩ = a³ + 3a² + a
⟨(n − a)³ wp³⟩ = a wp³ = g² wp.

For g ≠ 0 this is positive: the spectrum is skewed towards the satellites.
